# A Hermitian three-site ring can be a perfect circulator

When tabulating transmissions between the terminals of a device, one may want to compute each pair in one direction only and copy the value to the reverse direction. With three or more terminals, this shortcut is not valid for every Hamiltonian. For non-interacting electrons, in the finite model with identical leads used here, part (c) gives a sufficient test, and parts (f) and (g) give a Hermitian Hamiltonian for which the copied values would be wrong.

## Sites, leads and the scattering matrix

Let $H$ be a Hermitian matrix on a finite set of sites, with one single-channel terminal attached to each site. The sites are the index type `n`, of any finite size.

```lean
import Mathlib

open Matrix Complex
open scoped ComplexOrder ComplexConjugate

namespace ThreeTerminalCirculator

noncomputable section

variable {n : Type*} [Fintype n] [DecidableEq n]
```

The scattering matrix is taken to be
$$S=(H+i)(H-i)^{-1},$$
where $i$ next to a matrix means $i$ times the identity, written `I • 1` in Lean. This is the usual Green-function expression at energy zero when every lead contributes the same self-energy $-i$, up to an overall sign that differs between conventions and does not affect the transmissions. The choice fixes the unit of energy and stands for equal coupling to all leads, with no shift of the on-site energies. The formula enters as a definition; it is not derived from a lead model.

```lean
/-- The scattering matrix `(H + i)(H - i)⁻¹` of a Hamiltonian `H`; its entry `k j` is the
amplitude from terminal `j` to terminal `k`. -/
def scattering (H : Matrix n n ℂ) : Matrix n n ℂ :=
  (H + I • (1 : Matrix n n ℂ)) * (H - I • (1 : Matrix n n ℂ))⁻¹
```

The entry $S_{kj}$ is the amplitude from terminal $j$ to terminal $k$, so the column is the source. The transmission probability is $T_{j\to k}=|S_{kj}|^2$; for $j=k$ it is the reflection probability.

```lean
/-- The transmission probability from terminal `j` to terminal `k`. -/
def transmission (H : Matrix n n ℂ) (j k : n) : ℝ := ‖scattering H k j‖ ^ 2
```

On three sites, numbered $0,1,2$ modulo 3, the cyclic shift $C$ sends the basis vector $e_j$ to $e_{j+1}$.

```lean
/-- The cyclic shift on three sites, taking site `j` to site `j + 1`. -/
def shift : Matrix (Fin 3) (Fin 3) ℂ := !![0, 0, 1; 1, 0, 0; 0, 1, 0]
```

A ring with complex hopping amplitude $z$ from each site to the next, and zero on-site energies, has the Hamiltonian $H_z=zC+\bar z\,C^\dagger$. In Lean `ᴴ` is the conjugate transpose and `conj` the complex conjugate.

```lean
/-- The three-site ring with complex hopping amplitude `z` from each site to the next. -/
def ringH (z : ℂ) : Matrix (Fin 3) (Fin 3) ℂ := z • shift + conj z • shiftᴴ
```

## (a) No Hermitian matrix has eigenvalue $i$

**Task.** Show that $H-i$ is invertible for every finite Hermitian $H$, that is, $\det(H-i)\neq0$.

**Solution.** Suppose the determinant vanishes. Then some $v\ne0$ satisfies $Hv=iv$. Hermiticity gives $(Hv)^\dagger v=v^\dagger(Hv)$. The left side is $-i\,v^\dagger v$ and the right side is $i\,v^\dagger v$, so $2i\,v^\dagger v=0$. Hence $v^\dagger v=0$ and $v=0$, a contradiction.

In the code, `h1` is the eigenvalue equation, `h2` the Hermiticity identity and `h4` the vanishing norm. The conclusion says that the determinant is a unit, which for a complex number means nonzero.

```lean
/-- For a Hermitian Hamiltonian `H`, the matrix `H - i` is invertible. -/
theorem isUnit_det_sub_I {H : Matrix n n ℂ} (hH : H.IsHermitian) :
    IsUnit (H - I • (1 : Matrix n n ℂ)).det := by
  rw [isUnit_iff_ne_zero]
  intro h
  obtain ⟨v, hv, h0⟩ := Matrix.exists_mulVec_eq_zero_iff.mpr h
  -- a null vector would be an eigenvector of `H` with eigenvalue `i`
  have h1 : H *ᵥ v = I • v := by
    simpa [Matrix.sub_mulVec, Matrix.smul_mulVec, sub_eq_zero] using h0
  have h2 : star (H *ᵥ v) ⬝ᵥ v = star v ⬝ᵥ (H *ᵥ v) := by
    rw [Matrix.star_mulVec, hH.eq, Matrix.dotProduct_mulVec]
  rw [h1, star_smul, smul_dotProduct, dotProduct_smul] at h2
  simp only [smul_eq_mul, Complex.star_def, Complex.conj_I] at h2
  have h3 : (2 * I) * (star v ⬝ᵥ v) = 0 := by linear_combination -h2
  have h4 : star v ⬝ᵥ v = 0 := (mul_eq_zero.mp h3).resolve_left (by simp)

  exact hv (dotProduct_star_self_eq_zero.mp h4)
```

## (b) Scattering without an inverse

**Task.** For Hermitian $H$ and any matrix $X$ of the same size, show that
$$S=X\iff H+i=X(H-i).$$

**Solution.** If $X=S$, then $X(H-i)=(H+i)(H-i)^{-1}(H-i)=H+i$. Conversely, multiply $H+i=X(H-i)$ on the right by $(H-i)^{-1}$, which exists by (a), to get $S=X$.

The two branches after `constructor` are these two cancellations. From here on, a proposed scattering matrix can be tested by one multiplication.

```lean
/-- For Hermitian `H`, the scattering matrix is the unique solution `X` of
`H + i = X (H - i)`. -/
theorem scattering_eq_iff {H : Matrix n n ℂ} (hH : H.IsHermitian) (X : Matrix n n ℂ) :
    scattering H = X ↔
      H + I • (1 : Matrix n n ℂ) = X * (H - I • (1 : Matrix n n ℂ)) := by
  have hu := isUnit_det_sub_I hH
  constructor
  · rintro rfl
    rw [scattering, mul_assoc, Matrix.nonsing_inv_mul _ hu, mul_one]
  · intro h
    rw [scattering, h, mul_assoc, Matrix.mul_nonsing_inv _ hu, mul_one]
```

## (c) When the scattering matrix is symmetric

**Task.** For Hermitian $H$ with any finite number of terminals, show that
$$S^T=S\iff H^T=H.$$

**Solution.** Assume $S^T=S$. By (b), $S(H-i)=H+i$, and transposing gives $(H^T-i)S=H^T+i$. Evaluate $(H^T-i)S(H-i)$ in two ways:
$$(H^T+i)(H-i)=(H^T-i)(H+i).$$
Expanding both sides,
$$H^TH-iH^T+iH+1=H^TH+iH^T-iH+1,$$
so $2i(H^T-H)=0$ and $H^T=H$.

Now assume $H^T=H$. Then $S^T=(H-i)^{-1}(H+i)$. Since $H+i$ and $H-i$ commute,
$$S^T(H-i)=(H-i)^{-1}(H-i)(H+i)=H+i,$$
and (b) gives $S=S^T$.

A Hermitian matrix is symmetric exactly when its entries are real, so the test is whether $H$ is real in the site basis. If it is, $T_{j\to k}=T_{k\to j}$ for all pairs. If it is not, $S_{kj}$ and $S_{jk}$ differ for some pair, but possibly only in phase; unequal transmissions need a separate argument.

In the Lean proof, `key` is the double evaluation, `k` is its expansion, and `hc` is the commutation used in the converse.

```lean
/-- Reciprocity: for any number of terminals, the scattering matrix of a Hermitian Hamiltonian
is symmetric exactly when the Hamiltonian is symmetric. -/
theorem reciprocal_iff {H : Matrix n n ℂ} (hH : H.IsHermitian) :
    (scattering H)ᵀ = scattering H ↔ Hᵀ = H := by
  have hu := isUnit_det_sub_I hH
  constructor
  · intro h
    have hS := (scattering_eq_iff hH _).mp rfl
    have hT := congrArg Matrix.transpose hS
    simp only [Matrix.transpose_add, Matrix.transpose_sub, Matrix.transpose_mul,
      Matrix.transpose_smul, Matrix.transpose_one, h] at hT
    -- evaluate `(Hᵀ - i) S (H - i)` in two ways
    have key : (Hᵀ + I • (1 : Matrix n n ℂ)) * (H - I • (1 : Matrix n n ℂ))
        = (Hᵀ - I • (1 : Matrix n n ℂ)) * (H + I • (1 : Matrix n n ℂ)) := by
      rw [hT, mul_assoc, ← hS]
    simp only [add_mul, sub_mul, mul_add, mul_sub, Matrix.smul_mul, Matrix.mul_smul,
      one_mul, mul_one] at key
    have k : (2 * I) • (Hᵀ - H) = 0 := by
      linear_combination (norm := module) (-1 : ℂ) • key
    exact sub_eq_zero.mp ((smul_eq_zero.mp k).resolve_left (by simp))
  · intro h
    have hc : (H + I • (1 : Matrix n n ℂ)) * (H - I • (1 : Matrix n n ℂ))
        = (H - I • (1 : Matrix n n ℂ)) * (H + I • (1 : Matrix n n ℂ)) := by
      simp only [add_mul, sub_mul, mul_add, mul_sub, Matrix.smul_mul, Matrix.mul_smul,
        one_mul, mul_one]
      abel
    symm
    rw [scattering_eq_iff hH, scattering, Matrix.transpose_mul, Matrix.transpose_nonsing_inv,
      Matrix.transpose_add, Matrix.transpose_sub, Matrix.transpose_smul,
      Matrix.transpose_one, h, mul_assoc, hc, ← mul_assoc, Matrix.nonsing_inv_mul _ hu, one_mul]
```

## (d) The ring is Hermitian for every hopping amplitude

**Task.** Show that $H_z^\dagger=H_z$ for every complex $z$.

**Solution.** Taking the adjoint conjugates the coefficients and exchanges $C$ with $C^\dagger$:
$$(zC+\bar z\,C^\dagger)^\dagger=\bar z\,C^\dagger+zC=H_z.$$

This makes (a) and (b) available for the ring. Lean's `simp` unfolds the definition and uses `add_comm` to reorder the sum.

```lean
/-- The ring Hamiltonian is Hermitian for every complex hopping amplitude. -/
theorem ringH_isHermitian (z : ℂ) : (ringH z).IsHermitian := by
  simp [Matrix.IsHermitian, ringH, add_comm]
```

## (e) Three conditions for one-way scattering

**Task.** Let $s$ be a complex number. Show that the ring has scattering matrix $sC$ exactly when
$$i=s\bar z,\qquad \bar z=sz,\qquad z=-is.$$

**Solution.** By (b), $S=sC$ means $H_z+i=sC(H_z-i)$. Three shifts return to the start, so $C^2=C^\dagger$ and $CC^\dagger=1$. Therefore
$$sC(H_z-i)=s\bar z\,1+sz\,C^\dagger-is\,C,$$
while
$$H_z+i=i\,1+\bar z\,C^\dagger+z\,C.$$
The matrices $1$, $C^\dagger$ and $C$ have their nonzero entries in different positions, so the two sides agree exactly when the three coefficients agree.

Lean writes both sides as explicit $3\times3$ matrices, `hL` and `hR`, and reads the conditions off row 0: column 0 belongs to $1$, column 1 to $C^\dagger$ and column 2 to $C$.

```lean
/-- The ring scatters by `s` times the cyclic shift exactly when three scalar matching
conditions between `s` and the hopping amplitude hold. -/
theorem scattering_ring_iff (z s : ℂ) :
    scattering (ringH z) = s • shift ↔
      I = s * conj z ∧ conj z = s * z ∧ z = -(s * I) := by
  have hL : ringH z + I • (1 : Matrix (Fin 3) (Fin 3) ℂ)
      = !![I, conj z, z; z, I, conj z; conj z, z, I] := by
    ext i j
    fin_cases i <;> fin_cases j <;> simp [ringH, shift]
  have hR : (s • shift) * (ringH z - I • (1 : Matrix (Fin 3) (Fin 3) ℂ))
      = !![s * conj z, s * z, -(s * I); -(s * I), s * conj z, s * z;
           s * z, -(s * I), s * conj z] := by
    ext i j
    fin_cases i <;> fin_cases j <;>
      simp [ringH, shift, Matrix.mul_apply, Fin.sum_univ_three]
  rw [scattering_eq_iff (ringH_isHermitian z), hL, hR]
  constructor
  · intro h
    exact ⟨by simpa using congrFun (congrFun h 0) 0,
      by simpa using congrFun (congrFun h 0) 1,
      by simpa using congrFun (congrFun h 0) 2⟩
  · rintro ⟨a, b, c⟩
    rw [← a, ← b, ← c]
```

## (f) The circulator

**Task.** For $H=i(C-C^\dagger)$, show that $H-i$ is invertible and that
$$S=-C.$$

**Solution.** Since $\bar i=-i$, this Hamiltonian is $H_z$ with $z=i$. It is Hermitian by (d), so $H-i$ is invertible by (a). Put $z=i$ and $s=-1$ in (e): the conditions become $i=(-1)(-i)$, $-i=(-1)i$ and $i=-i(-1)$, all true. Hence $S=-C$.

The theorem `circulator` states both facts as a conjunction. Its first step, `h`, identifies the Hamiltonian with `ringH I`.

```lean
/-- Three-terminal circulator: for `H = i(C - C†)` with `C` the cyclic shift, `H - i` is
invertible and the scattering matrix is `-C`. -/
theorem circulator :
    IsUnit (I • (shift - shiftᴴ) - I • (1 : Matrix (Fin 3) (Fin 3) ℂ)) ∧
      scattering (I • (shift - shiftᴴ)) = -shift := by
  have h : I • (shift - shiftᴴ) = ringH I := by
    unfold ringH
    rw [Complex.conj_I]
    module
  rw [h]
  refine ⟨(Matrix.isUnit_iff_isUnit_det _).mpr (isUnit_det_sub_I (ringH_isHermitian I)), ?_⟩
  have h1 := (scattering_ring_iff I (-1)).mpr (by simp)
  rw [h1, neg_one_smul]
```

## (g) Full transmission forward, none backward

**Task.** For the same Hamiltonian and every site $j$, show that
$$T_{j\to j+1}=1,\qquad T_{j+1\to j}=0.$$

**Solution.** From $S=-C$, the amplitude from $j$ to $j+1$ is $S_{j+1,j}=-1$, with squared modulus 1. The reverse amplitude is $S_{j,j+1}=-C_{j,j+1}=0$, because $C$ sends $e_{j+1}$ to $e_{j+2}$, which is not $e_j$ on a ring of three sites.

Addition in `Fin 3` is modulo 3, so the case $j=2$ covers the step from site 2 to site 0. The proof substitutes the second half of `circulator` and checks the three values of $j$.

```lean
/-- In the circulator every terminal transmits to the next one with probability one, and the
transmission in the reverse direction vanishes. -/
theorem circulator_transmission (j : Fin 3) :
    transmission (I • (shift - shiftᴴ)) j (j + 1) = 1 ∧
      transmission (I • (shift - shiftᴴ)) (j + 1) j = 0 := by
  unfold transmission
  rw [circulator.2]
  fin_cases j <;> simp [shift]
```

## (h) Which hopping amplitudes circulate perfectly in the direction of $C$

**Task.** Show that the scattering matrix of the ring is a multiple of $C$ exactly when
$$z^3=-i.$$

**Solution.** Suppose $S=sC$. The third condition in (e) gives $s=iz$. The second then gives $\bar z=iz^2$, and the first becomes $i=(iz)(iz^2)=-z^3$, so $z^3=-i$.

Conversely, let $z^3=-i$. Then $|z|^3=1$, so $|z|=1$ and $z\bar z=1$. Choose $s=iz$. The conditions in (e) follow:
$$s\bar z=iz\bar z=i,\qquad sz=iz^2=iz^3\bar z=\bar z,\qquad -is=z.$$

The condition fixes both the hopping strength, in units set by the lead coupling, and the phase collected around the ring. In the code, `h1` and `hz` supply $|z|=1$ and $z\bar z=1$, and each `linear_combination` verifies one of the identities above.

```lean
/-- A ring with hopping amplitude `z` has a scattering matrix proportional to the cyclic shift
exactly when `z ^ 3 = -i`. -/
theorem perfect_circulation_iff (z : ℂ) :
    (∃ s : ℂ, scattering (ringH z) = s • shift) ↔ z ^ 3 = -I := by
  constructor
  · rintro ⟨s, hs⟩
    obtain ⟨e0, e2, e1⟩ := (scattering_ring_iff z s).mp hs
    have hs' : s = I * z := by linear_combination (-I) * e1 + s * Complex.I_sq
    rw [e2, hs'] at e0
    linear_combination e0 + z ^ 3 * Complex.I_sq
  · intro h
    -- the condition forces a hopping amplitude of modulus one
    have h3 : ‖z‖ ^ 3 = 1 := by rw [← norm_pow, h]; simp
    have h1 : ‖z‖ = 1 := (pow_eq_one_iff_of_nonneg (norm_nonneg z) (by norm_num)).mp h3
    have hz : z * conj z = 1 := by
      rw [Complex.mul_conj, Complex.normSq_eq_norm_sq, h1]; simp
    refine ⟨I * z, (scattering_ring_iff z (I * z)).mpr ⟨?_, ?_, ?_⟩⟩
    · linear_combination (-I) * hz
    · linear_combination (I * z ^ 2) * hz - (conj z * I) * h + conj z * Complex.I_sq
    · linear_combination z * Complex.I_sq

end

end ThreeTerminalCirculator
```

```lean
#print axioms ThreeTerminalCirculator.reciprocal_iff
#print axioms ThreeTerminalCirculator.ringH_isHermitian
#print axioms ThreeTerminalCirculator.circulator_transmission
#print axioms ThreeTerminalCirculator.perfect_circulation_iff
```

```
'ThreeTerminalCirculator.reciprocal_iff' depends on axioms: [propext, Classical.choice, Quot.sound]
'ThreeTerminalCirculator.ringH_isHermitian' depends on axioms: [propext, Classical.choice, Quot.sound]
'ThreeTerminalCirculator.circulator_transmission' depends on axioms: [propext, Classical.choice, Quot.sound]
'ThreeTerminalCirculator.perfect_circulation_iff' depends on axioms: [propext, Classical.choice, Quot.sound]
```

## Reversing the direction

Interchanging $C$ with $C^\dagger$ and $z$ with $\bar z$ leaves $H_z$ unchanged and preserves the multiplication rules used in (e). The argument of (h), repeated by hand with these replacements but not formalised here, shows that $S$ is a multiple of $C^\dagger$ exactly when $\bar z^3=-i$, that is, $z^3=i$. Replacing $z$ by $\bar z$, which reverses the phase collected around the ring (and so the magnetic flux, if a magnetic field produces that phase), therefore turns a perfect circulator into one that runs the other way.
